# The Rys recurrence for two coupled Gaussian coordinates

Two electrons in Gaussian orbitals repel each other through $1/r_{12}$, which ties all six coordinates together. Writing
$$\frac1{r_{12}}=\frac{2}{\sqrt\pi}\int_0^\infty e^{-u^2r_{12}^2}\,du$$
separates the three Cartesian directions at each fixed $u$. What remains in each direction is, up to constant factors, a linear combination of integrals over one coordinate $x$ of the first electron and the same coordinate $y$ of the second:
$$I(n,m)=\iint (x-A)^n(y-C)^m\,e^{-p(x-P)^2-q(y-Q)^2-u^2(x-y)^2}\,dx\,dy .$$
Here $p,q>0$ are the total exponents of the two charge distributions, $P,Q$ are their centres, and $A,C$ are orbital centres, one for each electron, about which the powers are taken. Higher angular momentum brings in higher powers, so a rule that reaches them from $I(0,0)$ is useful.

## The recurrence from two integrations by parts

Define
$$t^2=\frac{u^2}{u^2+pq/(p+q)},\qquad B_{00}=\frac{t^2}{2(p+q)},$$
$$B_{10}=\frac{1}{2p}\Big(1-\frac{q\,t^2}{p+q}\Big),\qquad C_{00}=P-A-\frac{q\,t^2}{p+q}(P-Q).$$
The claim, for all natural numbers $n,m$ and all real $u,P,Q,A,C$, is
$$I(n+1,m)=C_{00}I(n,m)+nB_{10}I(n-1,m)+mB_{00}I(n,m-1).$$
A term whose prefactor $n$ or $m$ is zero is absent.

The integrand decays in every direction, so its $x$-derivative integrates to zero. The derivative of the exponent is $-2p(x-P)-2u^2(x-y)$. Substituting $x-P=(x-A)+(A-P)$ and $x-y=(x-A)-(y-C)+(A-C)$ gives
$$\begin{aligned}nI(n-1,m)={}&2p\,[I(n+1,m)+(A-P)I(n,m)]\\&+2u^2[I(n+1,m)-I(n,m+1)+(A-C)I(n,m)].\end{aligned}$$
The $y$-derivative gives the same relation with the electrons exchanged. Collecting the raised integrals on the left, the pair reads
$$(p+u^2)I(n+1,m)-u^2I(n,m+1)=\tfrac n2I(n-1,m)+[p(P-A)+u^2(C-A)]I(n,m),$$
$$-u^2I(n+1,m)+(q+u^2)I(n,m+1)=\tfrac m2I(n,m-1)+[q(Q-C)+u^2(A-C)]I(n,m).$$

The determinant is $D=(p+u^2)(q+u^2)-u^4=pq+u^2(p+q)>0$. Multiply the first equation by $q+u^2$, the second by $u^2$, and add. The integral $I(n,m+1)$ cancels, and the coefficient of $I(n,m)$ on the right becomes
$$p(q+u^2)(P-A)+qu^2(Q-A)=D(P-A)-qu^2(P-Q).$$
Dividing by $D$,
$$I(n+1,m)=\Big[P-A-\frac{qu^2}{D}(P-Q)\Big]I(n,m)+n\frac{q+u^2}{2D}I(n-1,m)+m\frac{u^2}{2D}I(n,m-1).$$
Since $t^2=u^2(p+q)/D$, we have $qt^2/(p+q)=qu^2/D$, and $1-qu^2/D=p(q+u^2)/D$. The three coefficients are therefore $C_{00}$, $B_{10}$ and $B_{00}$.

At $u=0$ the electrons decouple: $t^2=0$, so $B_{00}=0$, $B_{10}=1/(2p)$ and $C_{00}=P-A$, which is the recurrence for the moments of a single Gaussian.

## The integral and its coefficients in Lean

```lean
import Mathlib

open MeasureTheory

namespace RysRecurrence

noncomputable section
```

A point of the plane is a pair `z`, with `z.1` for $x$ and `z.2` for $y$.

```lean
/-- The integrand `(x-A)^n (y-C)^m exp(-p(x-P)² - q(y-Q)² - u²(x-y)²)` at the point `z = (x, y)`. -/
def rysIntegrand (p q u P Q A C : ℝ) (n m : ℕ) (z : ℝ × ℝ) : ℝ :=
  (z.1 - A) ^ n * (z.2 - C) ^ m *
    Real.exp (-p * (z.1 - P) ^ 2 - q * (z.2 - Q) ^ 2 - u ^ 2 * (z.1 - z.2) ^ 2)
```

The integral is the Lebesgue integral over $\mathbb R^2$, without normalisation factors or the prefactors of Gaussian products.

```lean
/-- The two-dimensional Rys integral `I(n,m)`, taken over the whole plane. -/
def rysIntegral (p q u P Q A C : ℝ) (n m : ℕ) : ℝ :=
  ∫ z : ℝ × ℝ, rysIntegrand p q u P Q A C n m z
```

The name `rysRootSq` stands for $t^2$ as a function of a given real $u$. The roots and weights of the quadrature are not constructed here.

```lean
/-- The squared Rys variable `t² = u² / (u² + pq/(p+q))`. -/
def rysRootSq (p q u : ℝ) : ℝ := u ^ 2 / (u ^ 2 + p * q / (p + q))
```

The coefficients are transcribed directly.

```lean
/-- The coefficient `B00 = t² / (2(p+q))`. -/
def B00 (p q u : ℝ) : ℝ := rysRootSq p q u / (2 * (p + q))

/-- The coefficient `B10 = (1 - q t²/(p+q)) / (2p)`. -/
def B10 (p q u : ℝ) : ℝ := (1 - q * rysRootSq p q u / (p + q)) / (2 * p)

/-- The coefficient `C00 = P - A - q t² (P-Q)/(p+q)`. -/
def C00 (p q u P Q A : ℝ) : ℝ := P - A - q * rysRootSq p q u / (p + q) * (P - Q)
```

## Integrability and the vanishing derivative

The hand derivation took the convergence of its integrals for granted. The first lemma supplies it on the line: with the Gaussian centred at the origin, induction on $n$ peels off one factor $x+(P-A)$ at a time, and a translation then restores the centre $P$.

```lean
/-- A power of `x - A` times a Gaussian centred at `P` is integrable on the line. -/
theorem integrable_pow_gaussian {p : ℝ} (hp : 0 < p) (P A : ℝ) (n : ℕ) :
    Integrable (fun x : ℝ => (x - A) ^ n * Real.exp (-p * (x - P) ^ 2)) := by
  have key : ∀ n k : ℕ,
      Integrable (fun x : ℝ => x ^ k * (x + (P - A)) ^ n * Real.exp (-p * x ^ 2)) := by
    intro n
    induction n with
    | zero =>
      intro k
      have hk : (-1 : ℝ) < (k : ℝ) := by
        have := Nat.cast_nonneg (α := ℝ) k
        linarith
      have h := integrable_rpow_mul_exp_neg_mul_sq hp hk
      simp only [Real.rpow_natCast] at h
      simpa using h
    | succ n ih =>
      intro k
      have h := (ih (k + 1)).add ((ih k).const_mul (P - A))
      refine h.congr (Filter.Eventually.of_forall fun x => ?_)
      simp only [Pi.add_apply]
      ring
  -- shift the origin to the centre of the Gaussian
  have h := (key n 0).comp_sub_right P
  refine h.congr (Filter.Eventually.of_forall fun x => ?_)
  have e : x - P + (P - A) = x - A := by ring
  simp only [e, pow_zero, one_mul]
```

In the plane, $e^{-u^2(x-y)^2}\le1$, so the integrand is bounded in absolute value by a product of two such one-dimensional functions.

```lean
/-- The integrand of every `I(n,m)` is integrable over the plane. -/
theorem integrable_rysIntegrand {p q : ℝ} (hp : 0 < p) (hq : 0 < q) (u P Q A C : ℝ)
    (n m : ℕ) : Integrable (rysIntegrand p q u P Q A C n m) := by
  have aux : ∀ a b w e f : ℝ, 0 ≤ w → 0 ≤ e → 0 ≤ f → w ≤ e * f →
      ‖a * b * w‖ ≤ ‖a * e * (b * f)‖ := by
    intro a b w e f hw he hf h
    rw [show a * e * (b * f) = a * b * (e * f) by ring, norm_mul (a * b) w,
      norm_mul (a * b) (e * f), Real.norm_of_nonneg hw, Real.norm_of_nonneg (mul_nonneg he hf)]
    exact mul_le_mul_of_nonneg_left h (norm_nonneg _)
  have hc : Continuous (fun z : ℝ × ℝ => (z.1 - A) ^ n * (z.2 - C) ^ m *
      Real.exp (-p * (z.1 - P) ^ 2 - q * (z.2 - Q) ^ 2 - u ^ 2 * (z.1 - z.2) ^ 2)) := by
    fun_prop
  -- the coupling factor is at most one, so a product of Gaussians dominates
  have h := (integrable_pow_gaussian hp P A n).mul_prod (integrable_pow_gaussian hq Q C m)
  refine h.mono hc.aestronglyMeasurable (Filter.Eventually.of_forall fun z => ?_)
  refine aux _ _ _ _ _ (Real.exp_pos _).le (Real.exp_pos _).le (Real.exp_pos _).le ?_
  rw [← Real.exp_add]
  refine Real.exp_le_exp.mpr ?_
  have : 0 ≤ u ^ 2 * (z.1 - z.2) ^ 2 := by positivity
  linarith
```

Fubini's theorem now reduces the integral of an $x$-derivative to lines of constant $y$. On almost every line the function and its derivative are both integrable, and the integral of the derivative is zero.

```lean
/-- The integral over the plane of an `x`-derivative vanishes when the function and its
derivative are integrable. -/
theorem integral_deriv_fst {F F' : ℝ × ℝ → ℝ} (hF : Integrable F) (hF' : Integrable F')
    (hd : ∀ x y, HasDerivAt (fun s => F (s, y)) (F' (x, y)) x) : ∫ z, F' z = 0 := by
  rw [Measure.volume_eq_prod] at hF hF' ⊢
  rw [integral_prod_symm _ hF']
  have h0 : ∀ᵐ y : ℝ, ∫ x : ℝ, F' (x, y) = 0 := by
    filter_upwards [hF.prod_left_ae, hF'.prod_left_ae] with y h1 h2
    exact integral_eq_zero_of_hasDerivAt_of_integrable (fun x => hd x y) h2 h1
  exact integral_eq_zero_of_ae h0
```

## Two linear relations and their solution

The next theorem is the first integration-by-parts relation. Its proof differentiates the integrand, writes the result as a linear combination of four integrands of the same family, and integrates term by term. In Lean `n - 1` is $0$ when $n=0$, but the factor `n` removes that term.

```lean
/-- Integration by parts in `x`: a linear relation between `I(n-1,m)`, `I(n,m)`, `I(n+1,m)`
and `I(n,m+1)`. -/
theorem integration_by_parts {p q : ℝ} (hp : 0 < p) (hq : 0 < q) (u P Q A C : ℝ) (n m : ℕ) :
    n * rysIntegral p q u P Q A C (n - 1) m =
      2 * p * (rysIntegral p q u P Q A C (n + 1) m + (A - P) * rysIntegral p q u P Q A C n m)
      + 2 * u ^ 2 * (rysIntegral p q u P Q A C (n + 1) m - rysIntegral p q u P Q A C n (m + 1)
        + (A - C) * rysIntegral p q u P Q A C n m) := by
  have h := integrable_rysIntegrand hp hq u P Q A C
  have i1 := (h (n - 1) m).const_mul (n : ℝ)
  have i2 := (h (n + 1) m).const_mul (-(2 * p + 2 * u ^ 2))
  have i3 := (h n (m + 1)).const_mul (2 * u ^ 2)
  have i4 := (h n m).const_mul (-(2 * p * (A - P) + 2 * u ^ 2 * (A - C)))
  have h0 := integral_deriv_fst (h n m) ((i1.add i2).add (i3.add i4)) (by
    intro x y
    have h1 : HasDerivAt (fun s : ℝ => (s - A) ^ n) (n * (x - A) ^ (n - 1)) x := by
      simpa using ((hasDerivAt_id' x).sub_const A).fun_pow n
    have a := (((hasDerivAt_id' x).sub_const P).fun_pow 2).const_mul (-p)
    have b := (((hasDerivAt_id' x).sub_const y).fun_pow 2).const_mul (u ^ 2)
    have h2 : HasDerivAt (fun s : ℝ => -p * (s - P) ^ 2 - q * (y - Q) ^ 2 - u ^ 2 * (s - y) ^ 2)
        (-2 * p * (x - P) - 2 * u ^ 2 * (x - y)) x := by
      refine ((a.sub_const (q * (y - Q) ^ 2)).fun_sub b).congr_deriv ?_
      simp only [show 2 - 1 = 1 from rfl, pow_one, Nat.cast_ofNat]
      ring
    refine ((h1.mul_const ((y - C) ^ m)).fun_mul h2.exp).congr_deriv ?_
    simp only [Pi.add_apply, rysIntegrand]
    ring)
  -- split the vanishing integral into its four pieces
  rw [integral_add' (i1.add i2) (i3.add i4), integral_add' i1 i2, integral_add' i3 i4,
    integral_const_mul, integral_const_mul, integral_const_mul, integral_const_mul] at h0
  unfold rysIntegral
  linear_combination h0
```

The second relation needs no new differentiation. Swapping $x$ and $y$ together with $p\leftrightarrow q$, $P\leftrightarrow Q$, $A\leftrightarrow C$ and $n\leftrightarrow m$ leaves the integral unchanged.

```lean
/-- Exchanging the two electrons together with all their parameters leaves the integral
unchanged. -/
theorem rysIntegral_exchange (p q u P Q A C : ℝ) (n m : ℕ) :
    rysIntegral p q u P Q A C n m = rysIntegral q p u Q P C A m n := by
  have h := integral_prod_swap (μ := (volume : Measure ℝ)) (ν := (volume : Measure ℝ))
    (rysIntegrand p q u P Q A C n m)
  refine h.symm.trans (integral_congr_ae (Filter.Eventually.of_forall fun z => ?_))
  simp only [rysIntegrand, Prod.fst_swap, Prod.snd_swap]
  have e : -p * (z.2 - P) ^ 2 - q * (z.1 - Q) ^ 2 - u ^ 2 * (z.2 - z.1) ^ 2 =
      -q * (z.1 - Q) ^ 2 - p * (z.2 - P) ^ 2 - u ^ 2 * (z.1 - z.2) ^ 2 := by ring
  rw [e]
  ring
```

The main theorem assumes only $p,q>0$. In its proof `E1` and `E2` are the two relations and `k` is $1/D$. The intermediate equalities rewrite the coefficients in terms of `k`, and the final `linear_combination` uses the multipliers found by hand, $q+u^2$ and $u^2$, scaled by $k/2$ and with a sign that matches the way the relations are written.

```lean
/-- **Rys recurrence**: `I(n+1,m) = C00 I(n,m) + n B10 I(n-1,m) + m B00 I(n,m-1)`. -/
theorem rys_recurrence {p q : ℝ} (hp : 0 < p) (hq : 0 < q) (u P Q A C : ℝ) (n m : ℕ) :
    rysIntegral p q u P Q A C (n + 1) m =
      C00 p q u P Q A * rysIntegral p q u P Q A C n m
      + n * B10 p q u * rysIntegral p q u P Q A C (n - 1) m
      + m * B00 p q u * rysIntegral p q u P Q A C n (m - 1) := by
  have E1 := integration_by_parts hp hq u P Q A C n m
  have E2 := integration_by_parts hq hp u Q P C A m n
  simp only [rysIntegral_exchange q p u Q P C A] at E2
  -- `k` is the inverse determinant of the linear system
  have hD : 0 < p * q + u ^ 2 * (p + q) := by positivity
  obtain ⟨k, hk⟩ : ∃ k : ℝ, k * (p * q + u ^ 2 * (p + q)) = 1 :=
    ⟨_, inv_mul_cancel₀ hD.ne'⟩
  have hs : p + q ≠ 0 := by positivity
  have e : p * q / (p + q) * (p + q) = p * q := div_mul_cancel₀ _ hs
  have ht : rysRootSq p q u = u ^ 2 * (p + q) * k := by
    unfold rysRootSq
    rw [div_eq_iff (by positivity)]
    linear_combination (-u ^ 2) * hk - u ^ 2 * k * e
  have hqt : q * rysRootSq p q u / (p + q) = q * u ^ 2 * k := by
    rw [div_eq_iff hs, ht]
    ring
  have h00 : B00 p q u = u ^ 2 * k / 2 := by
    unfold B00
    rw [div_eq_iff (by positivity), ht]
    ring
  have h10 : B10 p q u = (q + u ^ 2) * k / 2 := by
    unfold B10
    rw [hqt, div_eq_iff (by positivity)]
    linear_combination -hk
  rw [C00, hqt, h00, h10]
  -- eliminate `I(n,m+1)` between the two relations
  linear_combination (-(k / 2) * (q + u ^ 2)) * E1 - (k / 2 * u ^ 2) * E2
    - (rysIntegral p q u P Q A C (n + 1) m + (A - P) * rysIntegral p q u P Q A C n m) * hk
```

In Rys quadrature this step builds the one-direction factors of a repulsion integral at each root; the theorem covers one such factor at fixed $u$, with powers about one centre per electron. The value of $I(0,0)$ and the assembly of the full integral over $u$ and three directions are separate matters.

## Raising the second power, and the case $I(1,1)$

Exchanging the electrons gives the recurrence in $m$. Its leading coefficient, `C00 q p u Q P C`, is written $D_{00}$ below; $B_{00}$ is symmetric and stays the same.

```lean
/-- The companion recurrence that raises the power belonging to the second electron. -/
theorem rys_recurrence_snd {p q : ℝ} (hp : 0 < p) (hq : 0 < q) (u P Q A C : ℝ) (n m : ℕ) :
    rysIntegral p q u P Q A C n (m + 1) =
      C00 q p u Q P C * rysIntegral p q u P Q A C n m
      + m * B10 q p u * rysIntegral p q u P Q A C n (m - 1)
      + n * B00 p q u * rysIntegral p q u P Q A C (n - 1) m := by
  have h := rys_recurrence hq hp u Q P C A m n
  simp only [rysIntegral_exchange q p u Q P C A] at h
  have hB : B00 q p u = B00 p q u := by
    unfold B00 rysRootSq
    rw [add_comm q p, mul_comm q p]
  rw [hB] at h
  exact h
```

The smallest case in which the $B_{00}$ term appears has one power on each electron. The first recurrence gives $I(1,1)=C_{00}I(0,1)+B_{00}I(0,0)$, and the second gives $I(0,1)=D_{00}I(0,0)$. Hence
$$I(1,1)=(C_{00}D_{00}+B_{00})\,I(0,0).$$
Under the normalised Gaussian weight, $C_{00}$ and $D_{00}$ are the means of $x-A$ and $y-C$, so $B_{00}$ is the covariance of the two coordinates.

```lean
/-- With one power on each electron, `I(1,1)` is `I(0,0)` times the sum of `B00` and the product of
the two `C00` coefficients. -/
theorem rysIntegral_one_one {p q : ℝ} (hp : 0 < p) (hq : 0 < q) (u P Q A C : ℝ) :
    rysIntegral p q u P Q A C 1 1 =
      (C00 p q u P Q A * C00 q p u Q P C + B00 p q u) * rysIntegral p q u P Q A C 0 0 := by
  have h1 := rys_recurrence hp hq u P Q A C 0 1
  have h2 := rys_recurrence_snd hp hq u P Q A C 0 0
  simp only [zero_add, Nat.cast_zero, Nat.cast_one, zero_mul, one_mul, add_zero,
    Nat.sub_self] at h1 h2
  linear_combination h1 + C00 p q u P Q A * h2

end

end RysRecurrence
```

```lean
#print axioms RysRecurrence.rys_recurrence
#print axioms RysRecurrence.rysIntegral_one_one
```

```
'RysRecurrence.rys_recurrence' depends on axioms: [propext, Classical.choice, Quot.sound]
'RysRecurrence.rysIntegral_one_one' depends on axioms: [propext, Classical.choice, Quot.sound]
```
